# Two comparisons decide whether a fixed-moment filling of two partly filled spin channels has the least level sum

A fixed-spin-moment calculation fills the up and down channels separately, so each channel has its own highest occupied level. If nothing compares the two channels, the result can contain an occupied up level above an empty down level, or the reverse. Each channel then looks correctly filled, yet moving one electron across would lower the sum of the occupied levels. A code that treats such a filling as the ordinary ground-state filling of those levels reports a wrong level sum and a wrong moment for them.

## The two inequalities

Let \(a_1\le\dots\le a_K\) be the up levels and \(b_1\le\dots\le b_K\) the down levels. Put \(p\) electrons in the lowest up levels and \(q\) in the lowest down levels, with \(1\le p<K\) and \(1\le q<K\). The spin moment is \(p-q\) in Bohr magnetons, and the level sum is

\[
S(p,q)=\sum_{i=1}^{p}a_i+\sum_{i=1}^{q}b_i .
\]

A split is a pair \((p',q')\) of integers between \(0\) and \(K\) with \(p'+q'=p+q\). The result is

\[
S(p,q)\le S(p',q')\ \text{for every split}
\quad\Longleftrightarrow\quad
a_p\le b_{q+1}\ \text{ and }\ b_q\le a_{p+1}.
\]

With both inequalities strict, the right-hand side says instead that \(S(p,q)\) lies strictly below the level sum of every other split.

## Checking a filling at given levels

For sorted levels, the two inequalities together are the same as

\[
\max(a_p,b_q)\le\min(a_{p+1},b_{q+1}),
\]

so a code needs only the highest occupied and lowest empty level of each channel. This tells a fixed-moment or fixed-multiplicity run whether any other filling with the same electron number has a lower level sum, for a finite set of levels held fixed. If the test fails, the violated inequality names a spin flip that lowers the level sum, and the difference of the two levels is the amount.

## The cost of flipping spins

Moving the highest up electron to the lowest empty down level gives the split \((p-1,q+1)\), which is allowed because \(p\ge1\) and \(q<K\). All other terms cancel:

\[
S(p,q)-S(p-1,q+1)=a_p-b_{q+1}.
\]

If \(S(p,q)\) is minimal, the left side is at most zero, so \(a_p\le b_{q+1}\). The opposite flip gives

\[
S(p,q)-S(p+1,q-1)=b_q-a_{p+1},
\]

and hence \(b_q\le a_{p+1}\).

For the converse, assume both inequalities. Every split with \(p'\ge p\) has the form \((p+k,q-k)\) with \(k\ge0\). The \(k\) newly occupied up levels lie at or above \(a_{p+1}\), and the \(k\) vacated down levels lie at or below \(b_q\). Therefore

\[
S(p+k,q-k)-S(p,q)=\sum_{i=p+1}^{p+k}a_i-\sum_{i=q-k+1}^{q}b_i
\ \ge\ k\,(a_{p+1}-b_q)\ \ge\ 0 .
\]

With the channels exchanged,

\[
S(p-k,q+k)-S(p,q)\ \ge\ k\,(b_{q+1}-a_p)\ \ge\ 0 .
\]

These two cases include every split. If both inequalities are strict, the bounds are positive for \(k\ge1\), which gives the strict version. Its converse comes from the same two neighbouring splits.

## Fractional occupations and a common Fermi level

Now let the occupations \(f_i\) and \(g_i\) of the up and down levels take any values between 0 and 1, with \(\sum_i f_i+\sum_i g_i=p+q\). Assume the two inequalities and set \(\mu=\max(a_p,b_q)\). Together with the ordering they give

\[
a_p\le\mu\le a_{p+1},\qquad b_q\le\mu\le b_{q+1}.
\]

For \(i\le p\), \(a_i-\mu\le0\) and \(f_i\le1\), so \(a_i-\mu\le f_i(a_i-\mu)\). For \(i>p\), \(0\le f_i(a_i-\mu)\). Summing over \(i\) gives

\[
\sum_{i=1}^{p}a_i-p\mu\ \le\ \sum_{i=1}^{K}f_ia_i-\mu\sum_{i=1}^{K}f_i .
\]

The down channel obeys the same bound with \(b\), \(g\) and \(q\). When the two are added, the terms in \(\mu\) cancel because the electron numbers agree:

\[
S(p,q)\le\sum_{i=1}^{K}f_ia_i+\sum_{i=1}^{K}g_ib_i .
\]

## Four electrons in eight levels

Take \(K=4\), with up levels \(-5,-3,-1,2\) and down levels \(-4,-2,0,3\), in eV.

At moment 2 the filling is \((p,q)=(3,1)\), with \(S=-9-4=-13\). The first inequality fails, since \(a_3=-1\) lies above \(b_2=-2\). Flipping that electron gains 1 eV and leads to \((2,2)\), with \(S=-8-6=-14\).

At \((2,2)\) both inequalities hold strictly: \(a_2=-3<b_3=0\) and \(b_2=-2<a_3=-1\). The remaining splits \((4,0)\), \((1,3)\) and \((0,4)\) have level sums \(-7\), \(-11\) and \(-3\), all higher. Here \(\mu=-2\). Sharing one electron equally between \(b_2\) and \(a_3\) gives \(-13.5\), also above \(-14\).

## The derivation in Lean

`single_flip` is the one-electron difference. In the necessity half of `lowest_filling_iff`, the code writes `p` as `m + 1`, so that the neighbouring split is `m` and `q + 1`; `linarith` then combines minimality with `single_flip`. The other neighbour is treated in the same way.

`add_electrons` bounds the cost of `k` added levels by induction on `k`. `flip_cost` uses it twice, once for the occupied up levels and once for the negated down levels, which turns a lower bound into an upper one. In that lemma `q` counts the down electrons left after the flips, so `b (q + k)` is the highest down level occupied before them.

The sufficiency half splits on whether `p ≤ p'` or `p' ≤ p`. The second case applies `flip_cost` with the channels exchanged, and `levelSum_swap` rewrites the goal in the same exchanged order. `unique_lowest_filling_iff` follows the same route, with `p' ≠ p` ensuring that `k` is positive.

`fermi_level_bound` is the term-by-term comparison with \(\mu\), where `split_ifs` separates the levels up to `p` from those above. In `lowest_among_fractional`, the local statement `key` expands the sums for one channel and is used for both, and `hcancel` removes the terms in \(\mu\).

```lean
import Mathlib

open Finset

namespace FixedSpinMoment

/-- Sum of the first `p` up levels `a 1, a 2, …` and the first `q` down levels `b 1, b 2, …`. For
ordered levels this is the level sum of the lowest filling with `p` up and `q` down electrons. -/
def levelSum (a b : ℕ → ℝ) (p q : ℕ) : ℝ :=
  ∑ i ∈ Icc 1 p, a i + ∑ i ∈ Icc 1 q, b i

/-- Exchanging the names of the two spin directions leaves the level sum unchanged. -/
theorem levelSum_swap (a b : ℕ → ℝ) (p q : ℕ) : levelSum a b p q = levelSum b a q p := by
  unfold levelSum
  exact add_comm _ _

/-- Two fillings that differ by one spin flip differ in level sum by the difference of the
two levels between which the electron moves. -/
theorem single_flip (a b : ℕ → ℝ) (p q : ℕ) :
    levelSum a b (p + 1) q - levelSum a b p (q + 1) = a (p + 1) - b (q + 1) := by
  unfold levelSum
  rw [Finset.sum_Icc_succ_top (Nat.le_add_left 1 p),
    Finset.sum_Icc_succ_top (Nat.le_add_left 1 q)]
  ring

/-- Adding `k` electrons to levels that all lie at or above `c` raises the level sum by at
least `k * c`. -/
theorem add_electrons (a : ℕ → ℝ) (c : ℝ) (p k : ℕ)
    (h : ∀ i, p < i → i ≤ p + k → c ≤ a i) :
    ∑ i ∈ Icc 1 p, a i + k * c ≤ ∑ i ∈ Icc 1 (p + k), a i := by
  induction k with
  | zero => simp
  | succ k ih =>
    have h1 := ih (fun i hi hk => h i hi (by omega))
    have h2 := h (p + k + 1) (by omega) (by omega)
    rw [← add_assoc p k 1, Finset.sum_Icc_succ_top (Nat.le_add_left 1 (p + k))]
    push_cast
    linarith

/-- For ordered levels, flipping `k` spins from down to up costs at least `k` times the gap
between the first empty up level and the highest occupied down level. -/
theorem flip_cost {K : ℕ} {a b : ℕ → ℝ} (ha : MonotoneOn a (Set.Icc 1 K))
    (hb : MonotoneOn b (Set.Icc 1 K)) {p q k : ℕ} (hp : p + k ≤ K) (hq : q + k ≤ K) :
    levelSum a b p (q + k) + k * (a (p + 1) - b (q + k)) ≤ levelSum a b (p + k) q := by
  -- the newly occupied up levels lie at or above `a (p + 1)`
  have h1 := add_electrons a (a (p + 1)) p k (fun i hi hk =>
    ha ⟨by omega, by omega⟩ ⟨by omega, by omega⟩ (by omega))
  -- the vacated down levels lie at or below `b (q + k)`
  have h2 := add_electrons (fun i => -b i) (-b (q + k)) q k (fun i hi hk =>
    neg_le_neg (hb ⟨by omega, by omega⟩ ⟨by omega, by omega⟩ hk))
  simp only [Finset.sum_neg_distrib] at h2
  unfold levelSum
  linarith

/-- For ordered levels and `1 ≤ p, q < K`, the lowest filling with `p` up and `q` down electrons
minimises the level sum over all splits of the `p + q` electrons if and only if
`a p ≤ b (q + 1)` and `b q ≤ a (p + 1)`. -/
theorem lowest_filling_iff {K : ℕ} {a b : ℕ → ℝ} (ha : MonotoneOn a (Set.Icc 1 K))
    (hb : MonotoneOn b (Set.Icc 1 K)) {p q : ℕ} (hp : 1 ≤ p) (hpK : p < K)
    (hq : 1 ≤ q) (hqK : q < K) :
    (∀ p' q', p' ≤ K → q' ≤ K → p' + q' = p + q → levelSum a b p q ≤ levelSum a b p' q') ↔
      a p ≤ b (q + 1) ∧ b q ≤ a (p + 1) := by
  constructor
  · -- compare with the two neighbouring splits
    intro h
    constructor
    · obtain ⟨m, rfl⟩ := Nat.exists_eq_add_of_le' hp
      have h1 := h m (q + 1) (by omega) (by omega) (by omega)
      linarith [single_flip a b m q]
    · obtain ⟨n, rfl⟩ := Nat.exists_eq_add_of_le' hq
      have h1 := h (p + 1) n (by omega) (by omega) (by omega)
      linarith [single_flip a b p n]
  · rintro ⟨h1, h2⟩ p' q' hp' hq' hN
    rcases le_total p p' with hle | hle
    · obtain ⟨k, rfl⟩ := Nat.exists_eq_add_of_le hle
      have hqk : q = q' + k := by omega
      subst hqk
      have hc := flip_cost ha hb hp' hqK.le
      have hk := mul_nonneg (Nat.cast_nonneg (α := ℝ) k) (sub_nonneg.mpr h2)
      linarith
    · obtain ⟨k, rfl⟩ := Nat.exists_eq_add_of_le hle
      have hqk : q' = q + k := by omega
      subst hqk
      have hc := flip_cost hb ha hq' hpK.le
      have hk := mul_nonneg (Nat.cast_nonneg (α := ℝ) k) (sub_nonneg.mpr h1)
      rw [levelSum_swap a b, levelSum_swap a b]
      linarith

/-- For ordered levels and `1 ≤ p, q < K`, the lowest filling with `p` up and `q` down electrons
lies strictly below every other split if and only if `a p < b (q + 1)` and `b q < a (p + 1)`. -/
theorem unique_lowest_filling_iff {K : ℕ} {a b : ℕ → ℝ} (ha : MonotoneOn a (Set.Icc 1 K))
    (hb : MonotoneOn b (Set.Icc 1 K)) {p q : ℕ} (hp : 1 ≤ p) (hpK : p < K)
    (hq : 1 ≤ q) (hqK : q < K) :
    (∀ p' q', p' ≤ K → q' ≤ K → p' + q' = p + q → p' ≠ p →
      levelSum a b p q < levelSum a b p' q') ↔ a p < b (q + 1) ∧ b q < a (p + 1) := by
  constructor
  · intro h
    constructor
    · obtain ⟨m, rfl⟩ := Nat.exists_eq_add_of_le' hp
      have h1 := h m (q + 1) (by omega) (by omega) (by omega) (by omega)
      linarith [single_flip a b m q]
    · obtain ⟨n, rfl⟩ := Nat.exists_eq_add_of_le' hq
      have h1 := h (p + 1) n (by omega) (by omega) (by omega) (by omega)
      linarith [single_flip a b p n]
  · -- at least one spin is flipped, and each flip costs a positive gap
    rintro ⟨h1, h2⟩ p' q' hp' hq' hN hne
    rcases le_total p p' with hle | hle
    · obtain ⟨k, rfl⟩ := Nat.exists_eq_add_of_le hle
      have hqk : q = q' + k := by omega
      subst hqk
      have hc := flip_cost ha hb hp' hqK.le
      have hk0 : (0 : ℝ) < k := Nat.cast_pos.mpr (by omega)
      have hk := mul_pos hk0 (sub_pos.mpr h2)
      linarith
    · obtain ⟨k, rfl⟩ := Nat.exists_eq_add_of_le hle
      have hqk : q' = q + k := by omega
      subst hqk
      have hc := flip_cost hb ha hq' hpK.le
      have hk0 : (0 : ℝ) < k := Nat.cast_pos.mpr (by omega)
      have hk := mul_pos hk0 (sub_pos.mpr h1)
      rw [levelSum_swap a b, levelSum_swap a b]
      linarith

/-- If `μ` separates the `p` lowest levels from the rest, then filling exactly those levels
minimises the energy measured from `μ` over all occupations between 0 and 1. -/
theorem fermi_level_bound {K p : ℕ} (hp : p ≤ K) (a f : ℕ → ℝ) (μ : ℝ)
    (hocc : ∀ i ∈ Icc 1 p, a i ≤ μ) (hemp : ∀ i ∈ Icc (p + 1) K, μ ≤ a i)
    (hf : ∀ i ∈ Icc 1 K, 0 ≤ f i ∧ f i ≤ 1) :
    ∑ i ∈ Icc 1 p, (a i - μ) ≤ ∑ i ∈ Icc 1 K, f i * (a i - μ) := by
  have hfil : (Icc 1 K).filter (fun i => i ≤ p) = Icc 1 p := by
    ext i
    simp only [Finset.mem_filter, Finset.mem_Icc]
    omega
  rw [← hfil, Finset.sum_filter]
  apply Finset.sum_le_sum
  intro i hi
  obtain ⟨h0, h1⟩ := hf i hi
  rw [Finset.mem_Icc] at hi
  split_ifs with h
  · have h2 := hocc i (Finset.mem_Icc.mpr ⟨hi.1, h⟩)
    nlinarith [mul_nonneg (sub_nonneg.mpr h1) (sub_nonneg.mpr h2)]
  · have h2 := hemp i (Finset.mem_Icc.mpr ⟨by omega, hi.2⟩)
    exact mul_nonneg h0 (sub_nonneg.mpr h2)

/-- For ordered levels with `1 ≤ p, q < K`, `a p ≤ b (q + 1)` and `b q ≤ a (p + 1)`, the lowest
filling with `p` up and `q` down electrons has the least level sum even among fractional
occupations `f`, `g` between 0 and 1 that hold `p + q` electrons in total. -/
theorem lowest_among_fractional {K : ℕ} {a b : ℕ → ℝ} (ha : MonotoneOn a (Set.Icc 1 K))
    (hb : MonotoneOn b (Set.Icc 1 K)) {p q : ℕ} (hp : 1 ≤ p) (hpK : p < K)
    (hq : 1 ≤ q) (hqK : q < K) (h1 : a p ≤ b (q + 1)) (h2 : b q ≤ a (p + 1))
    (f g : ℕ → ℝ) (hf : ∀ i ∈ Icc 1 K, 0 ≤ f i ∧ f i ≤ 1)
    (hg : ∀ i ∈ Icc 1 K, 0 ≤ g i ∧ g i ≤ 1)
    (hN : ∑ i ∈ Icc 1 K, f i + ∑ i ∈ Icc 1 K, g i = (p : ℝ) + q) :
    levelSum a b p q ≤ ∑ i ∈ Icc 1 K, f i * a i + ∑ i ∈ Icc 1 K, g i * b i := by
  -- the higher of the two highest occupied levels is a common Fermi level
  obtain ⟨μ, hμ⟩ : ∃ μ, μ = max (a p) (b q) := ⟨_, rfl⟩
  have hA : a p ≤ μ := hμ ▸ le_max_left _ _
  have hB : b q ≤ μ := hμ ▸ le_max_right _ _
  have hA' : μ ≤ a (p + 1) := by
    rw [hμ]
    exact max_le (ha ⟨hp, hpK.le⟩ ⟨by omega, by omega⟩ (by omega)) h2
  have hB' : μ ≤ b (q + 1) := by
    rw [hμ]
    exact max_le h1 (hb ⟨hq, hqK.le⟩ ⟨by omega, by omega⟩ (by omega))
  have key : ∀ (c w : ℕ → ℝ) (r : ℕ), MonotoneOn c (Set.Icc 1 K) → 1 ≤ r → r < K →
      c r ≤ μ → μ ≤ c (r + 1) → (∀ i ∈ Icc 1 K, 0 ≤ w i ∧ w i ≤ 1) →
      ∑ i ∈ Icc 1 r, c i - r * μ ≤
        ∑ i ∈ Icc 1 K, w i * c i - μ * ∑ i ∈ Icc 1 K, w i := by
    intro c w r hc hr hrK hlo hhi hw
    have hbound := fermi_level_bound hrK.le c w μ
      (fun i hi => by
        rw [Finset.mem_Icc] at hi
        exact (hc ⟨hi.1, by omega⟩ ⟨hr, hrK.le⟩ hi.2).trans hlo)
      (fun i hi => by
        rw [Finset.mem_Icc] at hi
        exact hhi.trans (hc ⟨by omega, by omega⟩ ⟨by omega, hi.2⟩ hi.1)) hw
    have e1 : ∑ i ∈ Icc 1 r, (c i - μ) = ∑ i ∈ Icc 1 r, c i - r * μ := by
      simp [Finset.sum_sub_distrib]
    have e2 : ∑ i ∈ Icc 1 K, w i * (c i - μ) =
        ∑ i ∈ Icc 1 K, w i * c i - μ * ∑ i ∈ Icc 1 K, w i := by
      rw [Finset.mul_sum, ← Finset.sum_sub_distrib]
      exact Finset.sum_congr rfl (fun i _ => by ring)
    rwa [e1, e2] at hbound
  have kA := key a f p ha hp hpK hA hA' hf
  have kB := key b g q hb hq hqK hB hB' hg
  -- the terms in `μ` cancel because the electron number is the same
  have hcancel : μ * ∑ i ∈ Icc 1 K, f i + μ * ∑ i ∈ Icc 1 K, g i = μ * ((p : ℝ) + q) := by
    rw [← mul_add, hN]
  unfold levelSum
  linarith

end FixedSpinMoment
```

```lean
#print axioms FixedSpinMoment.levelSum_swap
-- 'FixedSpinMoment.levelSum_swap' depends on axioms: [propext, Classical.choice, Quot.sound]
#print axioms FixedSpinMoment.lowest_filling_iff
-- 'FixedSpinMoment.lowest_filling_iff' depends on axioms: [propext, Classical.choice, Quot.sound]
#print axioms FixedSpinMoment.unique_lowest_filling_iff
-- 'FixedSpinMoment.unique_lowest_filling_iff' depends on axioms: [propext, Classical.choice, Quot.sound]
#print axioms FixedSpinMoment.lowest_among_fractional
-- 'FixedSpinMoment.lowest_among_fractional' depends on axioms: [propext, Classical.choice, Quot.sound]
```

## From the theorems to a calculation

The levels are functions `a b : ℕ → ℝ`, and `MonotoneOn a (Set.Icc 1 K)` says that the up levels are sorted for labels 1 to `K`; degeneracies are allowed. Labels start at 1, so a code with arrays counted from 0 must shift them. `levelSum a b p q` is \(S(p,q)\). In `lowest_filling_iff`, the quantified `p'` and `q'` run over all splits, and each split is represented by its own lowest filling. Occupations that leave a hole below an occupied level enter through `lowest_among_fractional`, where `f` and `g` may also be 0 or 1. That theorem goes in one direction: the two inequalities imply minimality. The strict theorem compares integer splits only.

The condition `1 ≤ p`, `p < K` and its analogue for `q` mean that each channel has both an occupied and an empty level, so all four levels in the test exist. A fully polarised filling therefore needs separate treatment in a code: with \(q=0\) there is no down electron to flip, and only \(a_p\le b_1\) remains to be compared.

The levels don't respond to the occupations. In a self-consistent density functional calculation they shift when the moment changes, and the total energy contains more than the level sum. A failed test then shows that the filling isn't the lowest one for the present levels; it doesn't decide which moment has the lower total energy. The fractional statement concerns the level sum alone, without the entropy term of a smearing scheme.

Every level counts with the same weight. Levels from \(N\) k-points of equal weight can be merged and sorted into one list per spin, but \(p\) and \(q\) then count the electrons of \(N\) unit cells, and the moment per cell is \((p-q)/N\). Unequal weights are not covered. The model also needs two separate spin lists, as in a scalar-relativistic collinear calculation. Spin-orbit coupling generally mixes the channels, and the numbers \(p\) and \(q\) then lose their meaning.

Finally, the theorems compare real numbers. Computed levels carry convergence and rounding errors, so when an occupied and an empty level nearly coincide, the outcome of the test depends on the tolerance chosen.
